# A nonzero planar translation group with fivefold symmetry is not discrete

Let $L$ be an additive subgroup of $\mathbb{C}$ that contains some $z_0 \neq 0$ and is closed under multiplication by $\omega = e^{2\pi i/5}$. Then $L$ is closed under multiplication by $g = (\sqrt5-1)/2$, contains nonzero elements of arbitrarily small modulus, and is not discrete.

Here $\mathbb{C}$ is the plane, the elements of $L$ are translation vectors, and multiplication by $\omega$ is a rotation by $72^\circ$. For ideal, infinite planar crystals, whose translations form a nonzero discrete group, the result rules out an exact fivefold rotation symmetry of the whole crystal. A single molecule inside the repeated cell can still have one.

## From rotation to contraction

Take $z \in L$. Applying the rotation four times gives $\omega^4 z \in L$, and $\omega^4 = \omega^{-1}$ because $\omega^5 = 1$. The sum of the forward and backward rotated vectors is also in $L$:
$$\omega z + \omega^{-1} z = 2\cos(2\pi/5)\, z .$$

To evaluate the factor, put $g = \omega + \omega^4$. Then $g^2 = \omega^2 + \omega^3 + 2$. The five fifth roots of unity sum to zero, so $\omega^2 + \omega^3 = -1 - g$ and
$$g^2 + g - 1 = 0 .$$
Since $2\pi/5 < \pi/2$, $g$ is positive, which selects $g = (\sqrt5-1)/2$. From $1 < \sqrt5 < 3$ it follows that $0 < g < 1$.

Repeated scaling now gives $g^k z_0 \in L$ for every $k \ge 0$. These vectors are nonzero, and their lengths $g^k|z_0|$ tend to zero. If $L$ were discrete, some disc about the origin would contain no element of $L$ except $0$, which is a contradiction.

**A short vector in numbers.** Let $z_0 = 1$ and look for a vector shorter than $0.1$. Using $g^2 = 1-g$ repeatedly,
$$g^3 = 2g-1,\qquad g^4 = 2-3g,\qquad g^5 = 5g-3 .$$
With $g \approx 0.6180$, $g^4 \approx 0.146$ is still too long, while $g^5 \approx 0.090$ is short enough. Written out, this vector is $5\omega + 5\omega^4 - 3$, an integer combination of unit vectors.

## Which rotations a discrete group allows

Suppose now that $L$ is discrete, contains $z_0 \ne 0$, and is closed under multiplication by a real number $c$. It is also closed under multiplication by the integer $\lfloor c\rfloor$, hence by $c - \lfloor c\rfloor \in [0,1)$. If this fractional part were nonzero, its powers would produce arbitrarily short vectors. So $c$ is an integer.

For $n \ge 1$, closure under $\omega_n = e^{2\pi i/n}$ gives closure under $2\cos(2\pi/n)$, by the same sum of two rotated vectors with $\omega_n^{-1} = \omega_n^{n-1}$. This number must therefore be an integer. For $n = 5$ it is $g$, which is not. For $n \ge 7$ we have $0 < 2\pi/n < \pi/3$, and the cosine decreases strictly on $[0,\pi]$, so $1 < 2\cos(2\pi/n) < 2$. The remaining values are $n = 1, 2, 3, 4, 6$.

## Rotations and translation groups in Lean

```lean
import Mathlib

open scoped Real
open Complex (I)

namespace CrystallographicRestriction

noncomputable section
```

The $n$-fold rotation is represented by the complex number $\omega_n$.

```lean
/-- The complex number `exp (2 π i / n)`; multiplying by it rotates the plane by `2 π / n`. -/
def rotation (n : ℕ) : ℂ := Complex.exp (2 * π * I / n)
```

A translation group is an `AddSubgroup ℂ`. Symmetry under $w$ means the inclusion $wL \subseteq L$.

```lean
/-- The group of translations `L` is closed under multiplication by the complex number `w`. -/
def InvariantUnder (L : AddSubgroup ℂ) (w : ℂ) : Prop := ∀ z ∈ L, w * z ∈ L
```

The next definition says that the lengths of the nonzero vectors have no positive lower bound: for each $\varepsilon > 0$ there is a nonzero vector of $L$ shorter than $\varepsilon$.

```lean
/-- The group of translations `L` contains nonzero vectors of arbitrarily small length. -/
def HasArbitrarilyShortVectors (L : AddSubgroup ℂ) : Prop :=
  ∀ ε : ℝ, 0 < ε → ∃ z ∈ L, z ≠ 0 ∧ ‖z‖ < ε
```

Two concrete groups serve as examples. The first consists of all integer combinations of powers of $\omega$.

```lean
/-- The group of translations generated by the powers of `exp (2 π i / 5)`. -/
def fivefoldModule : AddSubgroup ℂ :=
  AddSubgroup.closure (Set.range fun k : ℕ => rotation 5 ^ k)
```

The second is the square lattice with unit spacing.

```lean
/-- The square lattice of points `a + b i` with integers `a` and `b`. -/
def squareLattice : AddSubgroup ℂ where
  carrier := {z | ∃ a b : ℤ, z = a + b * I}
  add_mem' := by
    rintro _ _ ⟨a, b, rfl⟩ ⟨c, d, rfl⟩
    exact ⟨a + c, b + d, by push_cast; ring⟩
  zero_mem' := ⟨0, 0, by simp⟩
  neg_mem' := by
    rintro _ ⟨a, b, rfl⟩
    exact ⟨-a, -b, by push_cast; ring⟩
```

## The scaling factor $2\cos(2\pi/n)$

Closure under $w$ passes to $w^k$ by induction on $k$.

```lean
/-- A group closed under multiplication by `w` is closed under multiplication by every power
of `w`. -/
theorem invariant_pow {L : AddSubgroup ℂ} {w : ℂ} (h : InvariantUnder L w) (k : ℕ) :
    InvariantUnder L (w ^ k) := by
  induction k with
  | zero =>
    intro z hz
    simpa using hz
  | succ k ih =>
    intro z hz
    have e : w ^ (k + 1) * z = w * (w ^ k * z) := by ring
    rw [e]
    exact h _ (ih z hz)
```

The next lemma adds the two rotated vectors, using $2\cos\theta = e^{i\theta} + e^{-i\theta}$.

```lean
/-- A group closed under the rotations by `θ` and by `-θ` is closed under scaling by
`2 cos θ`. -/
theorem invariant_two_cos {L : AddSubgroup ℂ} (θ : ℝ)
    (h₁ : InvariantUnder L (Complex.exp ((θ : ℂ) * I)))
    (h₂ : InvariantUnder L (Complex.exp (-(θ : ℂ) * I))) :
    InvariantUnder L ((2 * Real.cos θ : ℝ) : ℂ) := by
  intro z hz
  -- the scaled vector is the sum of the two rotated vectors
  have e : ((2 * Real.cos θ : ℝ) : ℂ) * z
      = Complex.exp ((θ : ℂ) * I) * z + Complex.exp (-(θ : ℂ) * I) * z := by
    have h := Complex.two_cos (θ : ℂ)
    push_cast
    linear_combination z * h
  rw [e]
  exact L.add_mem (h₁ z hz) (h₂ z hz)
```

For $\omega_n$ only the forward rotation is assumed. The proof writes $n = m+1$ and shows that $e^{-i\theta}$ and $\omega_n^m$ are both inverses of $\omega_n$, hence equal (`hback`). The hypothesis `hn` excludes $n = 0$, where Lean's division by zero would make `rotation 0` equal to $1$.

```lean
/-- A group closed under the `n`-fold rotation is closed under scaling by `2 cos (2 π / n)`. -/
theorem invariant_two_cos_rotation {L : AddSubgroup ℂ} {n : ℕ} (hn : n ≠ 0)
    (h : InvariantUnder L (rotation n)) :
    InvariantUnder L ((2 * Real.cos (2 * π / n) : ℝ) : ℂ) := by
  obtain ⟨θ, hθ⟩ : ∃ θ : ℝ, θ = 2 * π / n := ⟨_, rfl⟩
  rw [← hθ]
  have hx : rotation n = Complex.exp ((θ : ℂ) * I) := by
    unfold rotation
    rw [hθ]
    congr 1
    push_cast
    ring
  -- n steps make a full turn
  have hfull : rotation n ^ n = 1 := by
    have hn' : (n : ℂ) ≠ 0 := Nat.cast_ne_zero.mpr hn
    have e : (n : ℂ) * (2 * π * I / n) = 2 * π * I := by field_simp
    unfold rotation
    rw [← Complex.exp_nat_mul, e, Complex.exp_two_pi_mul_I]
  obtain ⟨m, hm⟩ : ∃ m, n = m + 1 := ⟨n - 1, by omega⟩
  have hp : rotation n * rotation n ^ m = 1 := by
    have e : rotation n * rotation n ^ m = rotation n ^ (m + 1) := by ring
    rw [e, ← hm]
    exact hfull
  have hinv : Complex.exp (-(θ : ℂ) * I) * rotation n = 1 := by
    have e : -(θ : ℂ) * I + (θ : ℂ) * I = 0 := by ring
    rw [hx, ← Complex.exp_add, e, Complex.exp_zero]
  -- so the backward rotation is a power of the forward one
  have hback : Complex.exp (-(θ : ℂ) * I) = rotation n ^ m := by
    linear_combination rotation n ^ m * hinv - Complex.exp (-(θ : ℂ) * I) * hp
  refine invariant_two_cos θ ?_ ?_
  · rw [← hx]
    exact h
  · rw [hback]
    exact invariant_pow h m
```

The fivefold value is computed by a different route from the quadratic equation above: Mathlib supplies $\cos(\pi/5) = (1+\sqrt5)/4$, and the double-angle formula does the rest.

```lean
/-- `2 cos (2 π / 5)` equals `(√5 - 1) / 2`, which lies strictly between `0` and `1`. -/
theorem two_cos_fivefold :
    2 * Real.cos (2 * π / 5) = (Real.sqrt 5 - 1) / 2 ∧
      0 < (Real.sqrt 5 - 1) / 2 ∧ (Real.sqrt 5 - 1) / 2 < 1 := by
  have hs : Real.sqrt 5 ^ 2 = 5 := Real.sq_sqrt (by norm_num)
  have h0 : 0 ≤ Real.sqrt 5 := Real.sqrt_nonneg 5
  have h1 : 1 < Real.sqrt 5 := by nlinarith
  have h3 : Real.sqrt 5 < 3 := by nlinarith
  refine ⟨?_, by linarith, by linarith⟩
  have e : 2 * π / 5 = 2 * (π / 5) := by ring
  rw [e, Real.cos_two_mul, Real.cos_pi_div_five]
  linear_combination (1 / 4) * hs
```

## Short vectors and discreteness

The contraction lemma allows any complex multiplier $c$ with $0 < |c| < 1$. It chooses $k$ with $|c|^k < \varepsilon/|z_0|$ and returns $c^k z_0$.

```lean
/-- A group with a nonzero vector that is closed under multiplication by a nonzero `c` of
modulus below one contains arbitrarily short nonzero vectors. -/
theorem short_of_contraction {L : AddSubgroup ℂ} {z₀ c : ℂ} (hz : z₀ ∈ L) (hne : z₀ ≠ 0)
    (hc0 : c ≠ 0) (hc1 : ‖c‖ < 1) (h : InvariantUnder L c) :
    HasArbitrarilyShortVectors L := by
  intro ε hε
  have hpos : 0 < ‖z₀‖ := norm_pos_iff.mpr hne
  -- the vectors c ^ k * z₀ shrink geometrically
  obtain ⟨k, hk⟩ := exists_pow_lt_of_lt_one (div_pos hε hpos) hc1
  refine ⟨c ^ k * z₀, invariant_pow h k z₀ hz, mul_ne_zero (pow_ne_zero _ hc0) hne, ?_⟩
  rw [norm_mul, norm_pow]
  exact (lt_div_iff₀ hpos).mp hk
```

`DiscreteTopology L` says that every point of $L$ is isolated in the topology inherited from the plane. In the forward direction, an open set isolating $0$ contains a disc, and a short vector in that disc gives the contradiction. In the reverse direction, the absence of arbitrarily short vectors supplies an $\varepsilon > 0$ such that every nonzero vector of $L$ has length at least $\varepsilon$, so the disc of radius $\varepsilon$ isolates $0$; translation carries this to every other point.

```lean
/-- A group of translations is discrete exactly when it does not contain arbitrarily short
nonzero vectors. -/
theorem discrete_iff_not_short (L : AddSubgroup ℂ) :
    DiscreteTopology L ↔ ¬ HasArbitrarilyShortVectors L := by
  constructor
  · intro hd hs
    have ho : IsOpen ({0} : Set L) := isOpen_discrete _
    obtain ⟨U, hU, hUeq⟩ : ∃ U : Set ℂ, IsOpen U ∧ ((↑) : L → ℂ) ⁻¹' U = ({0} : Set L) :=
      isOpen_induced_iff.mp ho
    have h0 : (0 : ℂ) ∈ U := by
      have h : (0 : L) ∈ ((↑) : L → ℂ) ⁻¹' U := by
        rw [hUeq]
        exact Set.mem_singleton _
      exact h
    -- a disc about the origin meets L only in zero, yet it holds a short vector
    obtain ⟨ε, hε, hb⟩ := Metric.isOpen_iff.mp hU 0 h0
    obtain ⟨z, hz, hne, hlt⟩ := hs ε hε
    have hzU : z ∈ U := hb (mem_ball_zero_iff.mpr hlt)
    have hmem : (⟨z, hz⟩ : L) ∈ ({0} : Set L) := by
      rw [← hUeq]
      exact hzU
    exact hne (congrArg Subtype.val (Set.mem_singleton_iff.mp hmem))
  · intro h
    have hex : ∃ ε : ℝ, 0 < ε ∧ ∀ z ∈ L, z ≠ 0 → ε ≤ ‖z‖ := by
      by_contra hcon
      apply h
      intro ε hε
      by_contra hno
      exact hcon ⟨ε, hε, fun z hz hne => not_lt.mp fun hlt => hno ⟨z, hz, hne, hlt⟩⟩
    obtain ⟨ε, hε, hgap⟩ := hex
    -- the origin is isolated, hence by translation every point is
    have ho : IsOpen ({0} : Set L) := by
      have e : ({0} : Set L) = ((↑) : L → ℂ) ⁻¹' Metric.ball (0 : ℂ) ε := by
        ext x
        simp only [Set.mem_singleton_iff, Set.mem_preimage, mem_ball_zero_iff]
        constructor
        · rintro rfl
          simpa using hε
        · intro hx
          by_contra hne
          exact absurd hx (not_lt.mpr (hgap x x.2 (fun h0 => hne (Subtype.ext h0))))
      rw [e]
      exact Metric.isOpen_ball.preimage continuous_subtype_val
    exact discreteTopology_iff_isOpen_singleton_zero.mpr ho
```

## The fivefold theorem

The three conclusions are joined by `∧`. The hypothesis `hne` is needed because the group $\{0\}$ is invariant and discrete. Nothing is assumed about generators or about $L$ spanning the plane. The proof combines the cosine value, the contraction lemma and the discreteness criterion.

```lean
/-- A group of translations with a nonzero vector that is closed under the fivefold rotation
is closed under scaling by `(√5 - 1) / 2`, has arbitrarily short nonzero vectors, and is not
discrete. -/
theorem fivefold_not_discrete {L : AddSubgroup ℂ} {z₀ : ℂ} (hz : z₀ ∈ L) (hne : z₀ ≠ 0)
    (hrot : InvariantUnder L (rotation 5)) :
    InvariantUnder L (((Real.sqrt 5 - 1) / 2 : ℝ) : ℂ) ∧
      HasArbitrarilyShortVectors L ∧ ¬ DiscreteTopology L := by
  obtain ⟨hcos, hpos, hlt⟩ := two_cos_fivefold
  have hg : InvariantUnder L (((Real.sqrt 5 - 1) / 2 : ℝ) : ℂ) := by
    have h := invariant_two_cos_rotation (n := 5) (by norm_num) hrot
    have h5 : ((5 : ℕ) : ℝ) = 5 := by norm_num
    rw [h5, hcos] at h
    exact h
  -- the scaling factor is a contraction
  have hs : HasArbitrarilyShortVectors L := by
    refine short_of_contraction hz hne (Complex.ofReal_ne_zero.mpr hpos.ne') ?_ hg
    rw [Complex.norm_real, Real.norm_eq_abs, abs_of_pos hpos]
    exact hlt
  exact ⟨hg, hs, fun hd => (discrete_iff_not_short L).mp hd hs⟩
```

## The restriction to $n = 1, 2, 3, 4, 6$

The integrality lemma follows the fractional-part argument: `hfr` establishes closure under $c - \lfloor c\rfloor$, and the remaining lines check that this number is nonzero and has modulus below one.

```lean
/-- If a discrete group of translations with a nonzero vector is closed under scaling by a
real number `c`, then `c` is an integer. -/
theorem integer_of_discrete {L : AddSubgroup ℂ} {z₀ : ℂ} (hz : z₀ ∈ L) (hne : z₀ ≠ 0)
    (hd : DiscreteTopology L) {c : ℝ} (h : InvariantUnder L (c : ℂ)) :
    ∃ k : ℤ, c = k := by
  by_contra hc
  -- otherwise the fractional part of c is a contraction preserving L
  have hfr : InvariantUnder L ((c - (⌊c⌋ : ℝ) : ℝ) : ℂ) := by
    intro z hz'
    have e : ((c - (⌊c⌋ : ℝ) : ℝ) : ℂ) * z = (c : ℂ) * z - ⌊c⌋ • z := by
      rw [zsmul_eq_mul]
      push_cast
      ring
    rw [e]
    exact L.sub_mem (h z hz') (L.zsmul_mem hz' _)
  refine (discrete_iff_not_short L).mp hd (short_of_contraction hz hne ?_ ?_ hfr)
  · exact Complex.ofReal_ne_zero.mpr (fun h0 => hc ⟨⌊c⌋, by linarith⟩)
  · rw [Complex.norm_real, Real.norm_eq_abs, abs_lt]
    constructor <;> linarith [Int.floor_le c, Int.lt_floor_add_one c]
```

The restriction theorem treats $n = 5$ by the fivefold theorem and $n \ge 7$ by trapping an integer strictly between $1$ and $2$. It concerns the plane only, and it excludes orders without constructing a lattice for each order that is left.

```lean
/-- Crystallographic restriction in the plane: a discrete group of translations with a nonzero
vector can be closed under the `n`-fold rotation, where `n` is at least `1`, only for `n = 1, 2, 3,
4, 6`. -/
theorem crystallographic_restriction {L : AddSubgroup ℂ} {z₀ : ℂ} (hz : z₀ ∈ L) (hne : z₀ ≠ 0)
    (hd : DiscreteTopology L) {n : ℕ} (hn : n ≠ 0) (hrot : InvariantUnder L (rotation n)) :
    n = 1 ∨ n = 2 ∨ n = 3 ∨ n = 4 ∨ n = 6 := by
  by_contra hcon
  have hcases : n = 5 ∨ 7 ≤ n := by omega
  rcases hcases with h5 | h7
  · subst h5
    exact (fivefold_not_discrete hz hne hrot).2.2 hd
  · -- 2 cos (2 π / n) would be an integer strictly between 1 and 2
    obtain ⟨k, hk⟩ := integer_of_discrete hz hne hd (invariant_two_cos_rotation hn hrot)
    have hπ : 0 < π := Real.pi_pos
    have hnR : (7 : ℝ) ≤ n := by exact_mod_cast h7
    have hnpos : (0 : ℝ) < n := by linarith
    have hpos : 0 < 2 * π / n := div_pos (by linarith) hnpos
    have hlt : 2 * π / n < π / 3 := by
      rw [div_lt_iff₀ hnpos]
      nlinarith [mul_nonneg hπ.le (sub_nonneg.mpr hnR)]
    have h1 : Real.cos (π / 3) < Real.cos (2 * π / n) :=
      Real.strictAntiOn_cos ⟨hpos.le, by linarith⟩ ⟨by linarith, by linarith⟩ hlt
    have h2 : Real.cos (2 * π / n) < Real.cos 0 :=
      Real.strictAntiOn_cos ⟨le_rfl, hπ.le⟩ ⟨hpos.le, by linarith⟩ hpos
    rw [Real.cos_pi_div_three] at h1
    rw [Real.cos_zero] at h2
    have hk1 : (1 : ℝ) < k := by linarith
    have hk2 : (k : ℝ) < 2 := by linarith
    have hk1' : (1 : ℤ) < k := by exact_mod_cast hk1
    have hk2' : k < (2 : ℤ) := by exact_mod_cast hk2
    omega
```

## Two groups that satisfy the hypotheses

The group generated by the powers of $\omega$ contains $1$, and the rotation sends each generator $\omega^k$ to $\omega^{k+1}$. The fivefold theorem therefore applies to it.

```lean
/-- The group generated by the powers of `exp (2 π i / 5)` contains `1` and is closed under
the fivefold rotation. -/
theorem fivefold_witness :
    (1 : ℂ) ∈ fivefoldModule ∧ InvariantUnder fivefoldModule (rotation 5) := by
  refine ⟨AddSubgroup.subset_closure ⟨0, by simp⟩, ?_⟩
  -- the rotation permutes the generators
  have hle : fivefoldModule ≤ fivefoldModule.comap (AddMonoidHom.mulLeft (rotation 5)) := by
    refine (AddSubgroup.closure_le _).mpr ?_
    rintro _ ⟨k, rfl⟩
    show rotation 5 * rotation 5 ^ k ∈ fivefoldModule
    refine AddSubgroup.subset_closure ⟨k + 1, ?_⟩
    show rotation 5 ^ (k + 1) = rotation 5 * rotation 5 ^ k
    ring
  intro z hz
  exact hle hz
```

The square lattice meets the hypotheses of the restriction theorem with $n = 4$. Multiplication by $i$ sends $a + bi$ to $-b + ai$. A lattice vector shorter than one has integer coordinates strictly between $-1$ and $1$, so it is zero, and the lattice is discrete.

```lean
/-- The square lattice contains `1`, is discrete, and is closed under the fourfold rotation. -/
theorem fourfold_witness :
    (1 : ℂ) ∈ squareLattice ∧ DiscreteTopology squareLattice ∧
      InvariantUnder squareLattice (rotation 4) := by
  have hrot : rotation 4 = I := by
    have e : 2 * (π : ℂ) * I / ((4 : ℕ) : ℂ) = (π : ℂ) / 2 * I := by
      push_cast
      ring
    unfold rotation
    rw [e, Complex.exp_mul_I, Complex.cos_pi_div_two, Complex.sin_pi_div_two]
    simp
  refine ⟨⟨1, 0, by simp⟩, ?_, ?_⟩
  · rw [discrete_iff_not_short]
    intro h
    -- a lattice vector shorter than one has both coordinates zero
    obtain ⟨z, ⟨a, b, rfl⟩, hne, hlt⟩ := h 1 one_pos
    have hre : ((a : ℂ) + b * I).re = a := by simp
    have him : ((a : ℂ) + b * I).im = b := by simp
    have ha := lt_of_le_of_lt (Complex.abs_re_le_norm _) hlt
    have hb := lt_of_le_of_lt (Complex.abs_im_le_norm _) hlt
    rw [hre] at ha
    rw [him] at hb
    obtain ⟨ha1, ha2⟩ := abs_lt.mp ha
    obtain ⟨hb1, hb2⟩ := abs_lt.mp hb
    have ha1' : (-1 : ℤ) < a := by exact_mod_cast ha1
    have ha2' : a < (1 : ℤ) := by exact_mod_cast ha2
    have hb1' : (-1 : ℤ) < b := by exact_mod_cast hb1
    have hb2' : b < (1 : ℤ) := by exact_mod_cast hb2
    have ha0 : a = 0 := by omega
    have hb0 : b = 0 := by omega
    apply hne
    simp [ha0, hb0]
  · rintro _ ⟨a, b, rfl⟩
    refine ⟨-b, a, ?_⟩
    rw [hrot]
    push_cast
    linear_combination (b : ℂ) * Complex.I_mul_I

end

end CrystallographicRestriction
```

```lean
#print axioms CrystallographicRestriction.fivefold_not_discrete
-- 'CrystallographicRestriction.fivefold_not_discrete' depends on axioms: [propext, Classical.choice, Quot.sound]
#print axioms CrystallographicRestriction.crystallographic_restriction
-- 'CrystallographicRestriction.crystallographic_restriction' depends on axioms: [propext, Classical.choice, Quot.sound]
```
